# For an $R^{-n}$ near-dissociation law with $n>2$, tangent Birge–Sponer extrapolation gives $n/(n+2)$ of the binding energy

When a calculation has vibrational levels only up to some quantum number $v$, the energy left to dissociation can be estimated by continuing the level spacings along a straight line to zero and taking the area under it. Suppose that the binding energy, measured down from the dissociation limit, follows

$$b(v)=c\,(v_D-v)^{2n/(n-2)},\qquad n>2,\quad c>0,\quad v<v_D,$$

with $v$ continuous. The tangent to the spacing curve at $v$ then predicts the remaining energy

$$E=\frac{b'(v)^2}{2b''(v)}=\frac{n}{n+2}\,b(v).$$

For an $R^{-5}$ tail this is $5/7$ of the true value, wherever below $v_D$ the line is drawn.

Here $n$ is the power of the attractive tail, $v_D$ is the generally non-integer quantum number at which the binding energy reaches zero, and $c$ carries the reduced mass and the strength of the tail.

## Correcting an extrapolated dissociation energy

Within this one-term power law, a code that extrapolates along the tangent can remove the bias by multiplying $E$ by $(n+2)/n$. Under the same law, moving the starting level closer to dissociation shrinks the absolute error but leaves the relative error at $2/(n+2)$. If $b$ is known independently, the deficit returns the tail power, $n=2E/(b-E)$.

## From the tangent line to the fraction

With $v$ continuous, the level spacing is represented by the derivative $-b'(v)$. Its tangent at $v$, evaluated at $w$, is

$$L(w)=-b'(v)-b''(v)(w-v).$$

It vanishes at $w_0=v-b'(v)/b''(v)$. The area from $v$ to $w_0$ is a triangle of height $-b'$ and base $-b'/b''$, which gives $E=b'^2/(2b'')$.

Write $x=v_D-v$ and $p=2n/(n-2)$, so that $p-1=(n+2)/(n-2)$. Differentiating $b=cx^p$ with respect to $v$ gives

$$b'=-\frac{p\,b}{x},\qquad b''=\frac{p(p-1)\,b}{x^2}>0.$$

Hence

$$E=\frac{p^2b^2/x^2}{2p(p-1)b/x^2}=\frac{p}{2(p-1)}\,b=\frac{n}{n+2}\,b,
\qquad w_0-v=\frac{x}{p-1}=\frac{n-2}{n+2}\,x.$$

The line therefore ends before $v_D$, and $E<b$. Rearranging $(n+2)E=nb$ gives $n(b-E)=2E$, the formula for the tail power.

## An $R^{-6}$ tail in numbers

Take $n=6$, so $p=3$, with $c=1$ in arbitrary energy units and $x=4$. Then $b=64$, $b'=-48$ and $b''=24$. The prediction is $E=48^2/48=48$, three quarters of $64$. The line ends after $2$ of the remaining $4$ units of $v$, and $2\cdot48/(64-48)=6$ recovers the power.

A line through the first two discrete spacings, $37$ and $19$, continues to $1$ and sums to $57$ instead. The exact fraction belongs to the tangent, not to finite differences.

## The Lean file

```lean
import Mathlib

open Filter Topology

namespace BirgeSponerLongRange

noncomputable section

/-- Near-dissociation binding energy `c (vD - v)^(2n/(n-2))` of the level `v` for an attractive
`R^(-n)` tail; the domain is `c > 0`, `n > 2` and `v < vD`. -/
def bindingEnergy (c vD n v : ℝ) : ℝ := c * (vD - v) ^ (2 * n / (n - 2))

/-- The Birge-Sponer line at `v`: the tangent at `v` to the level spacing `-b'`,
evaluated at `w`. -/
def birgeSponerLine (b : ℝ → ℝ) (v w : ℝ) : ℝ :=
  -deriv b v - deriv (deriv b) v * (w - v)

/-- The quantum number at which the Birge-Sponer line reaches zero spacing;
the domain is `b''(v) ≠ 0`. -/
def extrapolatedEnd (b : ℝ → ℝ) (v : ℝ) : ℝ := v - deriv b v / deriv (deriv b) v

/-- The integral of the Birge-Sponer line from `v` to its end point; the domain is `b''(v) ≠ 0`.
When `b'(v) < 0 < b''(v)` it is the area under the line, the remaining energy predicted by linear
extrapolation. -/
def extrapolatedEnergy (b : ℝ → ℝ) (v : ℝ) : ℝ :=
  ∫ w in v..extrapolatedEnd b v, birgeSponerLine b v w

/-- If `b''(v) ≠ 0`, the Birge-Sponer line vanishes at the extrapolated end point, and its integral
from `v` to that point is `b'(v)^2 / (2 b''(v))`. -/
theorem birgeSponer_area (b : ℝ → ℝ) (v : ℝ) (h : deriv (deriv b) v ≠ 0) :
    birgeSponerLine b v (extrapolatedEnd b v) = 0 ∧
      extrapolatedEnergy b v = (deriv b v) ^ 2 / (2 * deriv (deriv b) v) := by
  unfold extrapolatedEnergy extrapolatedEnd birgeSponerLine
  generalize deriv (deriv b) v = C at h ⊢
  generalize deriv b v = B
  -- measure the slope in units of the curvature
  obtain ⟨t, rfl⟩ : ∃ t, B = t * C := ⟨B / C, (div_mul_cancel₀ B h).symm⟩
  rw [mul_div_cancel_right₀ t h]
  refine ⟨by ring, ?_⟩
  -- an antiderivative of the line
  have hF : ∀ x ∈ Set.uIcc v (v - t),
      HasDerivAt (fun w : ℝ => -(t * C) * (w - v) - C / 2 * ((w - v) * (w - v)))
        (-(t * C) - C * (x - v)) x := by
    intro x _
    have h1 : HasDerivAt (fun w : ℝ => w - v) 1 x := (hasDerivAt_id' x).sub_const v
    exact ((h1.const_mul (-(t * C))).fun_sub
      ((h1.fun_mul h1).const_mul (C / 2))).congr_deriv (by ring)
  have hint : IntervalIntegrable (fun x : ℝ => -(t * C) - C * (x - v))
      MeasureTheory.volume v (v - t) :=
    Continuous.intervalIntegrable (by fun_prop) _ _
  rw [intervalIntegral.integral_eq_sub_of_hasDerivAt hF hint,
    eq_div_iff (mul_ne_zero two_ne_zero h)]
  ring

/-- Below `vD`, the derivative of `a (vD - v)^q` is `-a q (vD - v)^(q-1)`. -/
theorem hasDerivAt_scaled_power (a q : ℝ) {vD v : ℝ} (h : v < vD) :
    HasDerivAt (fun w : ℝ => a * (vD - w) ^ q) (-(a * q * (vD - v) ^ (q - 1))) v := by
  have h1 : HasDerivAt (fun w : ℝ => vD - w) (-1) v := (hasDerivAt_id' v).const_sub vD
  exact ((h1.rpow_const (Or.inl (sub_pos.2 h).ne')).const_mul a).congr_deriv (by ring)

/-- For `n > 2` and `v < vD`, the slope and the curvature of the near-dissociation
binding energy, expressed through the binding energy itself and `vD - v`. -/
theorem bindingEnergy_derivs (c : ℝ) {vD n v : ℝ} (hn : 2 < n) (h : v < vD) :
    deriv (bindingEnergy c vD n) v
        = -(2 * n / (n - 2) * bindingEnergy c vD n v / (vD - v)) ∧
      deriv (deriv (bindingEnergy c vD n)) v
        = 2 * n * (n + 2) / (n - 2) ^ 2 * bindingEnergy c vD n v / (vD - v) ^ 2 := by
  have hx : vD - v ≠ 0 := (sub_pos.2 h).ne'
  have hm : n - 2 ≠ 0 := (sub_pos.2 hn).ne'
  have hp : 2 * n / (n - 2) - 1 = (n + 2) / (n - 2) := by
    rw [div_sub_one hm]
    ring
  constructor
  · have hd : deriv (bindingEnergy c vD n) v
        = -(c * (2 * n / (n - 2)) * (vD - v) ^ (2 * n / (n - 2) - 1)) :=
      (hasDerivAt_scaled_power c (2 * n / (n - 2)) h).deriv
    rw [hd, Real.rpow_sub_one hx]
    simp only [bindingEnergy]
    ring
  · -- the formula for the slope holds in a whole neighbourhood of `v`
    have hev : deriv (bindingEnergy c vD n) =ᶠ[𝓝 v]
        fun w => -(c * (2 * n / (n - 2))) * (vD - w) ^ (2 * n / (n - 2) - 1) := by
      filter_upwards [Iio_mem_nhds h] with w hw
      have hd : deriv (bindingEnergy c vD n) w
          = -(c * (2 * n / (n - 2)) * (vD - w) ^ (2 * n / (n - 2) - 1)) :=
        (hasDerivAt_scaled_power c (2 * n / (n - 2)) hw).deriv
      rw [hd]
      ring
    rw [hev.deriv_eq, (hasDerivAt_scaled_power _ _ h).deriv,
      Real.rpow_sub_one hx, Real.rpow_sub_one hx, hp]
    simp only [bindingEnergy]
    generalize vD - v = x
    generalize n - 2 = m
    ring

/-- For `c > 0` and `v < vD` the near-dissociation binding energy is positive. -/
theorem bindingEnergy_pos {c vD v : ℝ} (n : ℝ) (hc : 0 < c) (h : v < vD) :
    0 < bindingEnergy c vD n v :=
  mul_pos hc (Real.rpow_pos_of_pos (sub_pos.2 h) _)

/-- For `n > 2`, `c > 0` and any `v < vD`, the binding energy has positive curvature, and
the remaining energy `b'^2 / (2 b'')` predicted by linear Birge-Sponer extrapolation is
exactly `n / (n + 2)` times the true binding energy. -/
theorem birgeSponer_fraction {c vD n v : ℝ} (hn : 2 < n) (hc : 0 < c) (h : v < vD) :
    0 < deriv (deriv (bindingEnergy c vD n)) v ∧
      (deriv (bindingEnergy c vD n) v) ^ 2 / (2 * deriv (deriv (bindingEnergy c vD n)) v)
        = n / (n + 2) * bindingEnergy c vD n v ∧
      extrapolatedEnergy (bindingEnergy c vD n) v
        = n / (n + 2) * bindingEnergy c vD n v := by
  have hb := bindingEnergy_pos n hc h
  have hx : 0 < vD - v := sub_pos.2 h
  have hm : 0 < n - 2 := sub_pos.2 hn
  have hn0 : 0 < n := by linarith
  obtain ⟨h1, h2⟩ := bindingEnergy_derivs c hn h
  have hpos : 0 < deriv (deriv (bindingEnergy c vD n)) v := by
    rw [h2]
    exact div_pos (mul_pos (div_pos (by positivity) (pow_pos hm 2)) hb) (pow_pos hx 2)
  have hratio : (deriv (bindingEnergy c vD n) v) ^ 2 /
      (2 * deriv (deriv (bindingEnergy c vD n)) v)
        = n / (n + 2) * bindingEnergy c vD n v := by
    rw [h1, h2]
    have hb' := hb.ne'
    have hx' := hx.ne'
    have hm' := hm.ne'
    have hn2 : n + 2 ≠ 0 := by positivity
    field_simp
  exact ⟨hpos, hratio, (birgeSponer_area _ v hpos.ne').2.trans hratio⟩

/-- For `n > 2`, `c > 0` and `v < vD`, the Birge-Sponer line ends after the fraction
`(n - 2) / (n + 2)` of the true distance `vD - v` to dissociation. -/
theorem extrapolatedEnd_fraction {c vD n v : ℝ} (hn : 2 < n) (hc : 0 < c) (h : v < vD) :
    extrapolatedEnd (bindingEnergy c vD n) v - v = (n - 2) / (n + 2) * (vD - v) := by
  have hb := (bindingEnergy_pos n hc h).ne'
  have hx : vD - v ≠ 0 := (sub_pos.2 h).ne'
  have hm : n - 2 ≠ 0 := (sub_pos.2 hn).ne'
  have hn0 : n ≠ 0 := by linarith
  have hn2 : n + 2 ≠ 0 := by linarith
  obtain ⟨h1, h2⟩ := bindingEnergy_derivs c hn h
  rw [extrapolatedEnd, h1, h2, sub_sub_cancel_left]
  field_simp

/-- For an `R^(-5)` tail with `c > 0` and `v < vD`, linear Birge-Sponer extrapolation
predicts `5/7` of the true binding energy. -/
theorem birgeSponer_five_sevenths {c vD v : ℝ} (hc : 0 < c) (h : v < vD) :
    extrapolatedEnergy (bindingEnergy c vD 5) v = 5 / 7 * bindingEnergy c vD 5 v := by
  rw [(birgeSponer_fraction (by norm_num) hc h).2.2]
  norm_num

/-- For `n > 2`, `c > 0` and `v < vD`, the extrapolated energy `E` lies strictly below the
true binding energy `b`, and the power of the tail is recovered as `n = 2E / (b - E)`. -/
theorem tail_power_from_deficit {c vD n v : ℝ} (hn : 2 < n) (hc : 0 < c) (h : v < vD) :
    extrapolatedEnergy (bindingEnergy c vD n) v < bindingEnergy c vD n v ∧
      n = 2 * extrapolatedEnergy (bindingEnergy c vD n) v /
        (bindingEnergy c vD n v - extrapolatedEnergy (bindingEnergy c vD n) v) := by
  have hb := bindingEnergy_pos n hc h
  have hn2 : 0 < n + 2 := by linarith
  rw [(birgeSponer_fraction hn hc h).2.2]
  have hlt : n / (n + 2) * bindingEnergy c vD n v < bindingEnergy c vD n v :=
    mul_lt_of_lt_one_left hb ((div_lt_one hn2).2 (by linarith))
  refine ⟨hlt, ?_⟩
  rw [eq_div_iff (sub_pos.2 hlt).ne']
  have hn2' := hn2.ne'
  field_simp
  ring

end

end BirgeSponerLongRange
```

```lean
#print axioms BirgeSponerLongRange.extrapolatedEnd_fraction
#print axioms BirgeSponerLongRange.birgeSponer_five_sevenths
#print axioms BirgeSponerLongRange.tail_power_from_deficit
```

```
'BirgeSponerLongRange.extrapolatedEnd_fraction' depends on axioms: [propext, Classical.choice, Quot.sound]
'BirgeSponerLongRange.birgeSponer_five_sevenths' depends on axioms: [propext, Classical.choice, Quot.sound]
'BirgeSponerLongRange.tail_power_from_deficit' depends on axioms: [propext, Classical.choice, Quot.sound]
```

## Reading the theorems and their scope

All quantities are real numbers. `bindingEnergy` is the power law, `birgeSponerLine` is $L$, `extrapolatedEnd` is $w_0$, and `extrapolatedEnergy` is defined as the integral of the line, so the formula $b'^2/(2b'')$ is derived. The main theorem, `birgeSponer_fraction`, states that the curvature is positive and that both the quotient and the integral equal $n/(n+2)$ times $b(v)$. The positive curvature ensures that no division by zero enters.

`birgeSponer_area` treats any curve with $b''(v)\neq0$: it writes $b'=t\,b''$, which puts the end point at $v-t$, and integrates through an explicit antiderivative. `bindingEnergy_derivs` applies the power rule twice; the second use needs the slope formula on a neighbourhood of $v$, which `filter_upwards` supplies from $v<v_D$. In the main theorem, `field_simp` then cancels $b$, $x$ and $n-2$, as in the derivation above. `extrapolatedEnd_fraction`, `birgeSponer_five_sevenths` and `tail_power_from_deficit` give the end point, the case $n=5$, and the strict underestimate with the recovered power.

The near-dissociation law is a hypothesis here. Physically it stands for semiclassical quantisation of levels whose spacing is governed by a single inverse-power tail; it is not derived from a Schrödinger equation. Deeper levels, levels so close to the dissociation limit that semiclassical quantisation fails, mixed tails, rotation and fits through several integer levels are not covered.
